# The Funk–Hecke theorem on the circle: a continuous kernel $f(\cos(\theta-\phi))$ multiplies $e^{im\phi}$ by its cosine moment

## Double integrals for an interaction on a ring

Take charges on a ring of fixed radius, where a charge at angle $\phi$ produces at angle $\theta$ a potential that depends only on the angle between the two points. In a basis of angular harmonics $e^{im\phi}$, with $m$ an integer, the map from charge density to potential becomes a matrix. If nothing more is known, each entry, labelled by two orders $k$ and $m$, is a double integral over $\theta$ and $\phi$. Most of these integrals vanish, but approximate quadrature may return small nonzero numbers for them, and these couple harmonics of different order, which the rotational symmetry keeps apart.

The Funk–Hecke theorem replaces the table of double integrals by one single integral for each order. For particles on a ring with a continuous pair interaction of this kind, it gives the Hartree potential of a density component $e^{im\phi}$ as the same component times a number. It applies equally to a one-particle non-local potential on the ring with such a kernel.

## The kernel and its cosine moment

Let $f$ be a complex function, continuous on $[-1,1]$, which we call the profile. The interaction acts on a function $g$ of the angle by

$$
(K_f g)(\theta)=\int_0^{2\pi} f(\cos(\theta-\phi))\,g(\phi)\,d\phi .
$$

For each integer $m$ define the cosine moment

$$
\lambda_m(f)=\int_0^{2\pi} f(\cos t)\cos(mt)\,dt .
$$

The theorem states that, for every real $\theta$,

$$
\int_0^{2\pi} f(\cos(\theta-\phi))\,e^{im\phi}\,d\phi=e^{im\theta}\,\lambda_m(f).
$$

The name Funk–Hecke is most familiar from the sphere, where spherical harmonics take the place of $e^{im\phi}$ and Legendre polynomials enter the eigenvalue. The circle is the lowest-dimensional case, and the sphere needs an argument of its own.

A Coulomb repulsion softened at short distance has a continuous profile. The bare Coulomb repulsion diverges when the two points meet, at $\cos(\theta-\phi)=1$, and so falls outside the hypothesis.

## Relative angle, full period, vanishing sine moment

Substitute $t=\theta-\phi$. Then $d\phi=-dt$, and $t$ runs from $\theta$ down to $\theta-2\pi$. Reversing the limits absorbs the sign:

$$
\int_0^{2\pi} f(\cos(\theta-\phi))\,e^{im\phi}\,d\phi
=\int_{\theta-2\pi}^{\theta} f(\cos t)\,e^{im(\theta-t)}\,dt .
$$

The exponential factors as

$$
e^{im(\theta-t)}=e^{im\theta}\bigl(\cos(mt)-i\sin(mt)\bigr),
$$

so $e^{im\theta}$ comes out of the integral. What remains is the integral of

$$
G(t)=f(\cos t)\bigl(\cos(mt)-i\sin(mt)\bigr).
$$

Because $m$ is an integer, $G$ has period $2\pi$, and its integral over $[\theta-2\pi,\theta]$ equals its integral over $[0,2\pi]$. Splitting $G$ into its two terms gives

$$
\int_0^{2\pi}G(t)\,dt=\lambda_m(f)-i\,S_m,\qquad
S_m=\int_0^{2\pi} f(\cos t)\sin(mt)\,dt .
$$

Under the reflection $t\mapsto 2\pi-t$ the cosine is unchanged, while $\sin(m(2\pi-t))=\sin(2\pi m-mt)=-\sin(mt)$. The interval $[0,2\pi]$ is mapped to itself. Hence $S_m=-S_m$, so $S_m=0$, and the theorem follows.

## Opposite orders, Chebyshev polynomials and successive kernels

Since the cosine is even, $\lambda_{-m}(f)=\lambda_m(f)$. For complex numbers $a$ and $b$, linearity of the integral then gives

$$
K_f\bigl(a e^{im\phi}+b e^{-im\phi}\bigr)(\theta)
=\lambda_m(f)\bigl(a e^{im\theta}+b e^{-im\theta}\bigr).
$$

The real functions $\cos(m\phi)$ and $\sin(m\phi)$ are included. At $m=0$ both harmonics are the constant 1 and the formula still holds.

The Chebyshev polynomial $T_m$ satisfies $T_m(\cos t)=\cos(mt)$. Inserting this into the moment gives

$$
\lambda_m(f)=\int_0^{2\pi} f(\cos t)\,T_m(\cos t)\,dt ,
$$

in which $T_m$ has the role that the Legendre polynomial plays on the sphere.

Finally, let $h$ be a second profile, also continuous on $[-1,1]$. The inner operator gives $K_h e^{im\phi}=\lambda_m(h)e^{im\phi}$. The constant passes through the outer integral, and a second use of the theorem gives

$$
K_f K_h e^{im\phi}=\lambda_m(f)\lambda_m(h)e^{im\phi}.
$$

## Angles, profiles and normalisation in Lean

Angles are real numbers, and the circle enters through integration over `0..(2 * π)`. The harmonic $e^{im\phi}$ is `circularHarmonic m φ`, with `m : ℤ`. It is unnormalised: its squared norm over the circle is $2\pi$, and the normalised state is $e^{im\phi}/\sqrt{2\pi}$. Since $K_f$ is linear, the eigenvalue is the same for both. The measure is $d\phi$, without a prefactor $1/(2\pi)$.

The operator $K_f$ is `zonalOp f`. The profile has type `ℝ → ℂ`, so it formally has values on the whole real line, but only those on $[-1,1]$ are used. The hypothesis `ContinuousOn f (Set.Icc (-1) 1)` accordingly asks for continuity on that closed interval alone.

The number $\lambda_m(f)$ is `eigenvalue f m`. Despite the name, its definition is just the cosine moment; that it is an eigenvalue is the content of `funk_hecke`. This theorem reads: for a profile continuous on $[-1,1]$, every integer `m` and every real `θ`, applying `zonalOp f` to the harmonic and evaluating at `θ` gives the harmonic at `θ` times the moment.

The theorems `eigenvalue_neg`, `funk_hecke_degree`, `eigenvalue_eq_chebyshev` and `zonalOp_comp` state the four consequences derived above. In the last of these, the second profile is called `g` where the derivation has $h$.

One step towards a real ring is left to the physicist: showing that the interaction is a function of $\cos(\theta-\phi)$ at all. This requires symmetry under reflection as well as rotation. A kernel that distinguishes clockwise from anticlockwise has a sine part, and the orders $m$ and $-m$ may then have different eigenvalues.

## The complete Lean development

```lean
import Mathlib

open Complex (I)
open scoped Real

namespace FunkHeckeCircle

noncomputable section

/-- The circular harmonic `exp (i m φ)` of integer order `m`. -/
def circularHarmonic (m : ℤ) (φ : ℝ) : ℂ := Complex.exp ((m : ℂ) * (φ : ℂ) * I)

/-- The zonal integral operator on the circle: its kernel `f (cos (θ - φ))` depends only on
the angle between the two directions. -/
def zonalOp (f : ℝ → ℂ) (g : ℝ → ℂ) (θ : ℝ) : ℂ :=
  ∫ φ in (0 : ℝ)..(2 * π), f (Real.cos (θ - φ)) * g φ

/-- The cosine moment of order `m` of the profile `f`, taken over the full circle. -/
def eigenvalue (f : ℝ → ℂ) (m : ℤ) : ℂ :=
  ∫ t in (0 : ℝ)..(2 * π), f (Real.cos t) * ((Real.cos (m * t) : ℝ) : ℂ)

/-- A profile continuous on `[-1, 1]` gives a continuous function of the angle. -/
theorem continuous_profile {f : ℝ → ℂ} (hf : ContinuousOn f (Set.Icc (-1) 1)) :
    Continuous fun t : ℝ => f (Real.cos t) :=
  hf.comp_continuous Real.continuous_cos
    (fun t => ⟨Real.neg_one_le_cos t, Real.cos_le_one t⟩)

/-- A circular harmonic at the rotated angle `θ - t` is its value at `θ` times the phase
`cos (m t) - i sin (m t)`. -/
theorem circularHarmonic_sub (m : ℤ) (θ t : ℝ) :
    circularHarmonic m (θ - t) = circularHarmonic m θ *
      (((Real.cos (m * t) : ℝ) : ℂ) - ((Real.sin (m * t) : ℝ) : ℂ) * I) := by
  have h : Complex.exp (-((m : ℂ) * (t : ℂ)) * I)
      = ((Real.cos (m * t) : ℝ) : ℂ) - ((Real.sin (m * t) : ℝ) : ℂ) * I := by
    rw [Complex.exp_mul_I, Complex.cos_neg, Complex.sin_neg]
    push_cast
    ring
  have harg : (m : ℂ) * ((θ - t : ℝ) : ℂ) * I
      = (m : ℂ) * (θ : ℂ) * I + -((m : ℂ) * (t : ℂ)) * I := by
    push_cast
    ring
  unfold circularHarmonic
  rw [harg, Complex.exp_add, h]

/-- For every profile `f`, the integral of `f (cos t) * sin (m t)` over the circle is zero. If the
integrand is not integrable, this holds by Mathlib's convention that its integral is zero. -/
theorem sine_moment_eq_zero (f : ℝ → ℂ) (m : ℤ) :
    ∫ t in (0 : ℝ)..(2 * π), f (Real.cos t) * ((Real.sin (m * t) : ℝ) : ℂ) = 0 := by
  let F : ℝ → ℂ := fun t => f (Real.cos t) * ((Real.sin (m * t) : ℝ) : ℂ)
  -- the integrand is odd under the reflection t → 2π - t
  have hodd : ∀ t, F (2 * π - t) = -F t := by
    intro t
    have harg : (m : ℝ) * (2 * π - t) = m * (2 * π) - m * t := by ring
    simp only [F, harg, Real.cos_two_pi_sub, Real.sin_int_mul_two_pi_sub,
      Complex.ofReal_neg, mul_neg]
  have h := intervalIntegral.integral_comp_sub_left (a := 0) (b := 2 * π) F (2 * π)
  simp only [hodd, sub_self, sub_zero, intervalIntegral.integral_neg] at h
  change ∫ t in (0 : ℝ)..(2 * π), F t = 0
  linear_combination (-1 / 2 : ℂ) * h

/-- **Funk-Hecke theorem on the circle.** For a profile continuous on `[-1, 1]`, the zonal
operator maps each circular harmonic to itself times the cosine moment of the profile. -/
theorem funk_hecke {f : ℝ → ℂ} (hf : ContinuousOn f (Set.Icc (-1) 1)) (m : ℤ) (θ : ℝ) :
    zonalOp f (circularHarmonic m) θ = circularHarmonic m θ * eigenvalue f m := by
  have hc := continuous_profile hf
  let G : ℝ → ℂ := fun t => f (Real.cos t) *
    (((Real.cos (m * t) : ℝ) : ℂ) - ((Real.sin (m * t) : ℝ) : ℂ) * I)
  have hper : Function.Periodic G (2 * π) := by
    intro t
    have harg : (m : ℝ) * (t + 2 * π) = m * t + m * (2 * π) := by ring
    simp only [G, harg, Real.cos_add_two_pi, Real.cos_add_int_mul_two_pi,
      Real.sin_add_int_mul_two_pi]
  -- split the integral into its cosine and sine moments; the latter vanishes
  have hG : ∫ t in (0 : ℝ)..(2 * π), G t = eigenvalue f m := by
    have hA : Continuous fun t : ℝ => f (Real.cos t) * ((Real.cos (m * t) : ℝ) : ℂ) :=
      hc.mul (by fun_prop)
    have hB : Continuous fun t : ℝ => f (Real.cos t) * ((Real.sin (m * t) : ℝ) : ℂ) * I :=
      (hc.mul (by fun_prop)).mul continuous_const
    have hsplit : ∀ t, G t = f (Real.cos t) * ((Real.cos (m * t) : ℝ) : ℂ)
        - f (Real.cos t) * ((Real.sin (m * t) : ℝ) : ℂ) * I := by
      intro t
      simp only [G]
      ring
    simp only [hsplit]
    rw [intervalIntegral.integral_sub (hA.intervalIntegrable _ _) (hB.intervalIntegrable _ _),
      intervalIntegral.integral_mul_const, sine_moment_eq_zero, zero_mul, sub_zero]
    rfl
  -- pass to the relative angle t = θ - φ
  have hrel : ∀ φ, f (Real.cos (θ - φ)) * circularHarmonic m φ
      = circularHarmonic m θ * G (θ - φ) := by
    intro φ
    have h := circularHarmonic_sub m θ (θ - φ)
    rw [sub_sub_cancel] at h
    simp only [G]
    linear_combination f (Real.cos (θ - φ)) * h
  have hshift := hper.intervalIntegral_add_eq (θ - 2 * π) 0
  rw [sub_add_cancel, zero_add] at hshift
  unfold zonalOp
  simp only [hrel]
  rw [intervalIntegral.integral_const_mul, intervalIntegral.integral_comp_sub_left G θ,
    sub_zero, hshift, hG]

/-- The cosine moments of orders `m` and `-m` coincide. -/
theorem eigenvalue_neg (f : ℝ → ℂ) (m : ℤ) : eigenvalue f (-m) = eigenvalue f m := by
  simp only [eigenvalue, Int.cast_neg, neg_mul, Real.cos_neg]

/-- For a profile continuous on `[-1, 1]`, every superposition of the harmonics of orders `m` and
`-m` is mapped by the zonal operator to itself times the cosine moment of order `m`. -/
theorem funk_hecke_degree {f : ℝ → ℂ} (hf : ContinuousOn f (Set.Icc (-1) 1)) (m : ℤ)
    (a b : ℂ) (θ : ℝ) :
    zonalOp f (fun φ => a * circularHarmonic m φ + b * circularHarmonic (-m) φ) θ
      = eigenvalue f m * (a * circularHarmonic m θ + b * circularHarmonic (-m) θ) := by
  have hcθ : Continuous fun φ : ℝ => f (Real.cos (θ - φ)) :=
    (continuous_profile hf).comp (continuous_const.sub continuous_id)
  have hint : ∀ (k : ℤ) (c : ℂ), IntervalIntegrable
      (fun φ => c * (f (Real.cos (θ - φ)) * circularHarmonic k φ))
      MeasureTheory.volume 0 (2 * π) := by
    intro k c
    have hk : Continuous (circularHarmonic k) := by
      unfold circularHarmonic
      fun_prop
    exact (continuous_const.mul (hcθ.mul hk)).intervalIntegrable _ _
  have h1 := funk_hecke hf m θ
  have h2 := funk_hecke hf (-m) θ
  rw [eigenvalue_neg] at h2
  unfold zonalOp at h1 h2 ⊢
  -- linearity of the integral
  have hlin : ∀ φ, f (Real.cos (θ - φ)) *
      (a * circularHarmonic m φ + b * circularHarmonic (-m) φ)
      = a * (f (Real.cos (θ - φ)) * circularHarmonic m φ)
        + b * (f (Real.cos (θ - φ)) * circularHarmonic (-m) φ) := by
    intro φ
    ring
  simp only [hlin]
  rw [intervalIntegral.integral_add (hint m a) (hint (-m) b),
    intervalIntegral.integral_const_mul, intervalIntegral.integral_const_mul, h1, h2]
  ring

/-- The cosine moment of order `m` is the integral over the circle of the profile times the
Chebyshev polynomial `T_m`, both evaluated at `cos t`. -/
theorem eigenvalue_eq_chebyshev (f : ℝ → ℂ) (m : ℤ) :
    eigenvalue f m = ∫ t in (0 : ℝ)..(2 * π),
      f (Real.cos t) * (((Polynomial.Chebyshev.T ℝ m).eval (Real.cos t) : ℝ) : ℂ) := by
  simp only [eigenvalue, Polynomial.Chebyshev.T_real_cos]

/-- Two zonal operators with profiles continuous on `[-1, 1]`, applied in succession to a
circular harmonic, multiply it by the product of their cosine moments. -/
theorem zonalOp_comp {f g : ℝ → ℂ} (hf : ContinuousOn f (Set.Icc (-1) 1))
    (hg : ContinuousOn g (Set.Icc (-1) 1)) (m : ℤ) (θ : ℝ) :
    zonalOp f (zonalOp g (circularHarmonic m)) θ
      = circularHarmonic m θ * (eigenvalue f m * eigenvalue g m) := by
  have hinner : zonalOp g (circularHarmonic m)
      = fun φ => circularHarmonic m φ * eigenvalue g m := funext (funk_hecke hg m)
  have h := funk_hecke hf m θ
  rw [hinner]
  unfold zonalOp at h ⊢
  simp only [← mul_assoc]
  rw [intervalIntegral.integral_mul_const, h]

end

end FunkHeckeCircle
```

```lean
#print axioms FunkHeckeCircle.funk_hecke
#print axioms FunkHeckeCircle.funk_hecke_degree
#print axioms FunkHeckeCircle.eigenvalue_eq_chebyshev
#print axioms FunkHeckeCircle.zonalOp_comp
```

```
'FunkHeckeCircle.funk_hecke' depends on axioms: [propext, Classical.choice, Quot.sound]
'FunkHeckeCircle.funk_hecke_degree' depends on axioms: [propext, Classical.choice, Quot.sound]
'FunkHeckeCircle.eigenvalue_eq_chebyshev' depends on axioms: [propext, Classical.choice, Quot.sound]
'FunkHeckeCircle.zonalOp_comp' depends on axioms: [propext, Classical.choice, Quot.sound]
```

## From the lemmas to the theorem

`continuous_profile` composes the profile with the cosine, whose values lie in $[-1,1]$. The result is continuous in the angle, which supplies the integrability needed later.

`circularHarmonic_sub` is the factorisation of $e^{im(\theta-t)}$. It separates the exponent into two terms, uses `Complex.exp_add`, and expands the second factor by Euler's formula.

`sine_moment_eq_zero` carries out the reflection. The statement `hodd` says that the integrand changes sign under $t\mapsto2\pi-t$, and `intervalIntegral.integral_comp_sub_left` performs the change of variable. The resulting equation is $-S_m=S_m$, from which `linear_combination` obtains $S_m=0$.

In `funk_hecke` the function `G` is the $G$ of the derivation. The intermediate facts correspond to the steps as follows:

- `hper` is the periodicity of `G`.
- `hG` splits the integral over $[0,2\pi]$ and removes the sine moment, leaving `eigenvalue f m`.
- `hrel` rewrites the original integrand as $e^{im\theta}G(\theta-\phi)$. It uses the factorisation at relative angle $\theta-\phi$, where $\theta-(\theta-\phi)=\phi$.
- `hshift` moves the integration interval by periodicity.

The last lines take the constant $e^{im\theta}$ out of the integral, change variable, and apply `hshift` and `hG`.

For the consequences, `eigenvalue_neg` uses the evenness of the cosine. `funk_hecke_degree` establishes integrability of the two terms in `hint`, separates them by linearity, and applies the main theorem to `m` and `-m`. `eigenvalue_eq_chebyshev` uses Mathlib's identity `Polynomial.Chebyshev.T_real_cos`, which holds for integer order, negative orders included. `zonalOp_comp` replaces the inner function by a multiple of the harmonic in `hinner`, then applies the main theorem again.

## How Mathlib moves the period

The substitution $t=\theta-\phi$ leaves an integral over $[\theta-2\pi,\theta]$, whereas the moment is defined over $[0,2\pi]$. With angles stored as real numbers, these are in general different intervals, and Lean needs a reason to identify the integrals. The reason is `Function.Periodic.intervalIntegral_add_eq`: a function of period $T$ has the same integral over $[s,s+T]$ for every starting point $s$.

The code calls it as `hper.intervalIntegral_add_eq (θ - 2 * π) 0`. The lemma writes the upper limits as $(\theta-2\pi)+2\pi$ and $0+2\pi$, and the following rewrite simplifies them to $\theta$ and $2\pi$. No case distinction on the position of $\theta$ is needed, and $\theta$ may be any real number.

The lemma takes `hper` as its input, and the proof of `hper` uses that $m$ is an integer: $\cos(mt)$ and $\sin(mt)$ return to their values after $t$ advances by $2\pi$.

## A singular profile that breaks the formula

Let $f(x)=1/x$ for $x\neq0$ and $f(0)=0$, and take $m=1$, $\theta=0$. In the cosine moment the singularity cancels. The integrand $f(\cos t)\cos t$ equals 1 except at two points, so

$$
\lambda_1(f)=2\pi .
$$

The right-hand side of the theorem is therefore $2\pi$. On the left stands the integral of $e^{i\phi}/\cos\phi$, whose modulus $1/|\cos\phi|$ is not integrable near $\phi=\pi/2$. Mathlib assigns the value 0 to such an integral, so the formal equation would read $0=2\pi$.

The derivation breaks where $G$ is split, because the sine term is $\tan t$ and has no convergent integral over the circle. The example shows that the theorem can fail when $t\mapsto f(\cos t)$ is not integrable. Continuity on $[-1,1]$ is a simple sufficient condition, and the example does not show that continuity itself is necessary.
